# An improper symmetry operation forbids rotatory strength between the levels it leaves invariant

A transition between two energy levels has zero rotatory strength if both levels are invariant under an improper operation, such as an inversion, a reflection or a rotation-reflection. This is the usual reason given for why a molecule with a mirror plane shows no circular dichroism in solution. I know the argument for inversion, where parity kills one of the two transition moments. With a mirror plane both moments can survive, and a level may be degenerate. Can the general rule be derived rigorously, from stated assumptions about the two dipoles, and checked by machine?

## The strength is multiplied by the determinant of the operation

Yes. If both levels are transformed by a spatial operation with orthogonal matrix $R$, the rotatory strength is multiplied by $\det R$. For an improper operation $\det R=-1$, so between two invariant levels the strength equals its own negative and is zero. This is proved in Lean 4 for finite matrices, assuming that the electric dipole transforms as a polar vector and the magnetic dipole as an axial one.

Let $\mu_i$ and $m_i$, with $i=0,1,2$ for the three Cartesian directions, be the matrices of the electric and magnetic dipole. Let $P$ and $Q$ be the projectors onto the two levels. The rotatory strength is

$$F(P,Q)=\operatorname{Im}\sum_i \operatorname{tr}(P\mu_i Q m_i).$$

For single normalised states, $P=|\psi\rangle\langle\psi|$ and $Q=|\varphi\rangle\langle\varphi|$, this is the familiar expression $\operatorname{Im}\sum_i\langle\psi|\mu_i|\varphi\rangle\langle\varphi|m_i|\psi\rangle$.

Let the matrix $S$ represent the operation on states. The two dipoles then obey

$$S^\dagger\mu_iS=\sum_j R_{ij}\mu_j,\qquad S^\dagger m_iS=\det R\,\sum_j R_{ij}m_j.$$

The first rule holds because the electric dipole is charge times position. The second has the extra determinant because angular momentum, like $\mathbf r\times\mathbf p$, keeps its sign under inversion.

**Moving the operation onto the dipoles.** By cyclicity of the trace,

$$\operatorname{tr}(SPS^\dagger\mu_i\,SQS^\dagger m_i)=\operatorname{tr}\big(P\,(S^\dagger\mu_iS)\,Q\,(S^\dagger m_iS)\big).$$

Inserting the transformation rules gives

$$\det R\;\sum_{j,k}R_{ij}R_{ik}\,T_{jk},\qquad T_{jk}=\operatorname{tr}(P\mu_jQm_k).$$

**Contracting the vectors.** The columns of $R$ are orthonormal, $\sum_iR_{ij}R_{ik}=\delta_{jk}$, so the sum over $i$ leaves $\det R\,\sum_jT_{jj}$. Since $\det R$ is real, it can be taken out of the imaginary part:

$$F(SPS^\dagger,SQS^\dagger)=\det R\;F(P,Q).$$

**Using the symmetry.** If $S$ is unitary and commutes with $P$, then $SPS^\dagger=PSS^\dagger=P$, and likewise for $Q$. With $\det R=-1$ this gives $F(P,Q)=-F(P,Q)$, hence $F(P,Q)=0$.

**Single states and inversion.** If $S\psi=a\psi$ with $|a|=1$, then $S|\psi\rangle\langle\psi|S^\dagger=|a|^2|\psi\rangle\langle\psi|=|\psi\rangle\langle\psi|$, so the projector is invariant. Inversion has $R=-1$. If $S$ is unitary and anticommutes with $\mu_i$, then $S^\dagger\mu_iS=-S^\dagger S\mu_i=-\mu_i$, which is the polar rule. If it commutes with $m_i$, then $S^\dagger m_iS=m_i=(-1)(-m_i)$, which is the axial rule.

## How the Lean statements describe the molecule

The type `n` labels a finite orthonormal basis of states, and `μ` and `m` are functions from `Fin 3` to complex matrices over that basis. `rotatoryStrength μ m P Q` is $F(P,Q)$, without unit-dependent prefactors. `IsPolar S R V` and `IsAxial S R V` are the two transformation rules, and `Rᵀ * R = 1` says that $R$ is orthogonal.

There are three main statements:

- `rotatoryStrength_transform` is the determinant law. It holds for arbitrary matrices `P` and `Q`, and does not need $S$ to be unitary.
- `rotatoryStrength_eq_zero_of_improper` is the selection rule. It adds that $S$ is unitary, that $\det R=-1$, and that $S$ commutes with `P` and `Q`. Projectors onto complete energy levels meet the last condition whenever $S$ commutes with the Hamiltonian.
- `inversion_selection_rule` is the version for two states, written with transition moments. Each state is an eigenvector of $S$ with a phase as eigenvalue.

None of them requires the dipoles to be Hermitian; the physical ones are a special case.

The transformation rules are hypotheses about the model. In a finite basis they hold for the usual dipole operators if the operation maps the space spanned by the basis into itself and the origin is a point that the operation leaves fixed. Antiunitary symmetries such as time reversal are not treated. The scalar product over $i$ describes randomly oriented molecules, so the result does not rule out optical activity in an oriented achiral sample.

```lean
import Mathlib

open Matrix

namespace RotatoryStrengthSelectionRule

noncomputable section

variable {n : Type*} [Fintype n] [DecidableEq n]

/-- The rotatory strength `Im ∑ i, tr (P μ i Q m i)` between two levels with projectors `P` and `Q`,
for the electric dipole `μ` and the magnetic dipole `m`. -/
def rotatoryStrength (μ m : Fin 3 → Matrix n n ℂ) (P Q : Matrix n n ℂ) : ℝ :=
  (∑ i, (P * μ i * Q * m i).trace).im

/-- The operators `V i` transform under `S` as the components of a polar vector under `R`. -/
def IsPolar (S : Matrix n n ℂ) (R : Matrix (Fin 3) (Fin 3) ℝ) (V : Fin 3 → Matrix n n ℂ) : Prop :=
  ∀ i, Sᴴ * V i * S = ∑ j, (R i j : ℂ) • V j

/-- The operators `V i` transform under `S` as the components of an axial vector under `R`:
there is an additional factor `det R`. -/
def IsAxial (S : Matrix n n ℂ) (R : Matrix (Fin 3) (Fin 3) ℝ) (V : Fin 3 → Matrix n n ℂ) : Prop :=
  ∀ i, Sᴴ * V i * S = (R.det : ℂ) • ∑ j, (R i j : ℂ) • V j

/-- The operator `|ψ⟩⟨ψ|` of a state `ψ`. -/
def stateProj (ψ : n → ℂ) : Matrix n n ℂ := vecMulVec ψ (star ψ)

omit [DecidableEq n] in
/-- The scalar product of the two dipoles in the rotatory strength is unchanged when both are
turned by the same orthogonal matrix. -/
theorem sum_trace_orthogonal {R : Matrix (Fin 3) (Fin 3) ℝ} (hR : Rᵀ * R = 1)
    (μ m : Fin 3 → Matrix n n ℂ) (P Q : Matrix n n ℂ) :
    ∑ i, (P * (∑ j, (R i j : ℂ) • μ j) * Q * (∑ j, (R i j : ℂ) • m j)).trace
      = ∑ i, (P * μ i * Q * m i).trace := by
  -- the columns of `R` are orthonormal
  have hd : ∀ j, (R 0 j : ℂ) * R 0 j + R 1 j * R 1 j + R 2 j * R 2 j = 1 := by
    intro j
    have h := congrFun (congrFun hR j) j
    simp only [Matrix.mul_apply, Matrix.transpose_apply, Fin.sum_univ_three,
      Matrix.one_apply_eq] at h
    exact_mod_cast h
  have ho : ∀ j k, j ≠ k → (R 0 j : ℂ) * R 0 k + R 1 j * R 1 k + R 2 j * R 2 k = 0 := by
    intro j k hjk
    have h := congrFun (congrFun hR j) k
    simp only [Matrix.mul_apply, Matrix.transpose_apply, Fin.sum_univ_three,
      Matrix.one_apply_ne hjk] at h
    exact_mod_cast h
  simp only [Fin.sum_univ_three, Matrix.mul_add, Matrix.add_mul, Matrix.mul_smul,
    Matrix.smul_mul, Matrix.trace_add, Matrix.trace_smul, smul_eq_mul]
  let T : Fin 3 → Fin 3 → ℂ := fun j k => (P * μ j * Q * m k).trace
  linear_combination T 0 0 * hd 0 + T 1 1 * hd 1 + T 2 2 * hd 2
    + T 0 1 * ho 0 1 (by decide) + T 0 2 * ho 0 2 (by decide) + T 1 0 * ho 1 0 (by decide)
    + T 1 2 * ho 1 2 (by decide) + T 2 0 * ho 2 0 (by decide) + T 2 1 * ho 2 1 (by decide)

omit [DecidableEq n] in
/-- The rotatory strength is a pseudoscalar: transforming both levels by a spatial operation `R`,
represented by `S`, multiplies it by `det R`. -/
theorem rotatoryStrength_transform {S : Matrix n n ℂ} {R : Matrix (Fin 3) (Fin 3) ℝ}
    {μ m : Fin 3 → Matrix n n ℂ} (hR : Rᵀ * R = 1) (hμ : IsPolar S R μ) (hm : IsAxial S R m)
    (P Q : Matrix n n ℂ) :
    rotatoryStrength μ m (S * P * Sᴴ) (S * Q * Sᴴ) = R.det * rotatoryStrength μ m P Q := by
  -- cyclicity of the trace moves the operation from the levels to the dipoles
  have key : ∀ i, (S * P * Sᴴ * μ i * (S * Q * Sᴴ) * m i).trace = (R.det : ℂ) *
      (P * (∑ j, (R i j : ℂ) • μ j) * Q * (∑ j, (R i j : ℂ) • m j)).trace := by
    intro i
    calc (S * P * Sᴴ * μ i * (S * Q * Sᴴ) * m i).trace
        = (S * (P * (Sᴴ * μ i * S) * Q * (Sᴴ * m i))).trace := by
          simp only [Matrix.mul_assoc]
      _ = (P * (Sᴴ * μ i * S) * Q * (Sᴴ * m i * S)).trace := by
          rw [Matrix.trace_mul_comm]
          simp only [Matrix.mul_assoc]
      _ = _ := by
          rw [hμ i, hm i, Matrix.mul_smul, Matrix.trace_smul, smul_eq_mul]
  unfold rotatoryStrength
  rw [Finset.sum_congr rfl (fun i _ => key i), ← Finset.mul_sum, sum_trace_orthogonal hR,
    Complex.im_ofReal_mul]

/-- Selection rule for optical activity: if an improper operation is a symmetry of two levels,
degenerate or not, the rotatory strength between them vanishes. -/
theorem rotatoryStrength_eq_zero_of_improper {S : Matrix n n ℂ} {R : Matrix (Fin 3) (Fin 3) ℝ}
    {μ m : Fin 3 → Matrix n n ℂ} {P Q : Matrix n n ℂ} (hS : S * Sᴴ = 1) (hR : Rᵀ * R = 1)
    (hdet : R.det = -1) (hμ : IsPolar S R μ) (hm : IsAxial S R m)
    (hP : S * P = P * S) (hQ : S * Q = Q * S) : rotatoryStrength μ m P Q = 0 := by
  have h := rotatoryStrength_transform hR hμ hm P Q
  rw [hP, hQ, Matrix.mul_assoc P, Matrix.mul_assoc Q, hS, Matrix.mul_one, Matrix.mul_one,
    hdet] at h
  linarith

omit [DecidableEq n] in
/-- For two pure states the rotatory strength is the imaginary part of the scalar product of the
electric and magnetic transition moments. -/
theorem rotatoryStrength_stateProj (μ m : Fin 3 → Matrix n n ℂ) (ψ φ : n → ℂ) :
    rotatoryStrength μ m (stateProj ψ) (stateProj φ)
      = (∑ i, (star ψ ⬝ᵥ (μ i *ᵥ φ)) * (star φ ⬝ᵥ (m i *ᵥ ψ))).im := by
  have hv : ∀ x y : n → ℂ, x ᵥ* vecMulVec φ y = (x ⬝ᵥ φ) • y := by
    intro x y
    ext j
    simp [Matrix.vecMul, dotProduct, Matrix.vecMulVec_apply, Finset.sum_mul, mul_assoc]
  unfold rotatoryStrength stateProj
  congr 1
  refine Finset.sum_congr rfl fun i _ => ?_
  rw [Matrix.vecMulVec_mul, Matrix.vecMulVec_mul, Matrix.vecMulVec_mul, hv, Matrix.smul_vecMul,
    Matrix.trace_vecMulVec, dotProduct_smul, smul_eq_mul, Matrix.dotProduct_mulVec,
    Matrix.dotProduct_mulVec, dotProduct_comm ψ]

omit [DecidableEq n] in
/-- If `S` multiplies a state by a phase, it leaves the operator `|ψ⟩⟨ψ|` unchanged. -/
theorem stateProj_invariant {S : Matrix n n ℂ} {ψ : n → ℂ} {a : ℂ} (ha : ‖a‖ = 1)
    (h : S *ᵥ ψ = a • ψ) : S * stateProj ψ * Sᴴ = stateProj ψ := by
  have ha' : a * star a = 1 :=
    (Complex.mul_conj a).trans (by simp [Complex.normSq_eq_norm_sq, ha])
  unfold stateProj
  rw [Matrix.mul_vecMulVec, Matrix.vecMulVec_mul, ← Matrix.star_mulVec, h]
  ext i j
  simp only [Matrix.vecMulVec_apply, Pi.smul_apply, Pi.star_apply, smul_eq_mul, star_mul']
  linear_combination (ψ i * star (ψ j)) * ha'

/-- Inversion: if a unitary `S` anticommutes with the electric dipole, commutes with the magnetic
dipole and multiplies two states by phases, the rotatory strength between them vanishes. -/
theorem inversion_selection_rule {S : Matrix n n ℂ} {μ m : Fin 3 → Matrix n n ℂ}
    {ψ φ : n → ℂ} {a b : ℂ} (hS : Sᴴ * S = 1) (hμ : ∀ i, S * μ i = -(μ i * S))
    (hm : ∀ i, S * m i = m i * S) (ha : ‖a‖ = 1) (hb : ‖b‖ = 1)
    (hψ : S *ᵥ ψ = a • ψ) (hφ : S *ᵥ φ = b • φ) :
    (∑ i, (star ψ ⬝ᵥ (μ i *ᵥ φ)) * (star φ ⬝ᵥ (m i *ᵥ ψ))).im = 0 := by
  have hdet : (-1 : Matrix (Fin 3) (Fin 3) ℝ).det = -1 := by
    simp [Matrix.det_fin_three]
  have hsum : ∀ (V : Fin 3 → Matrix n n ℂ) (i : Fin 3),
      ∑ j, (((-1 : Matrix (Fin 3) (Fin 3) ℝ) i j : ℝ) : ℂ) • V j = -V i := by
    intro V i
    fin_cases i <;> simp [Fin.sum_univ_three]
  -- inversion acts on space as `R = -1`
  have hpol : IsPolar S (-1) μ := by
    intro i
    have h : μ i * S = -(S * μ i) := by rw [hμ i, neg_neg]
    rw [hsum, Matrix.mul_assoc, h, Matrix.mul_neg, ← Matrix.mul_assoc, hS, Matrix.one_mul]
  have hax : IsAxial S (-1) m := by
    intro i
    rw [hsum, hdet, Matrix.mul_assoc, ← hm i, ← Matrix.mul_assoc, hS, Matrix.one_mul]
    simp
  have h := rotatoryStrength_transform (by simp) hpol hax (stateProj ψ) (stateProj φ)
  rw [stateProj_invariant ha hψ, stateProj_invariant hb hφ, hdet] at h
  rw [← rotatoryStrength_stateProj]
  linarith

/-- The Pauli matrix `σx`. -/
def σx : Matrix (Fin 2) (Fin 2) ℂ := !![0, 1; 1, 0]

/-- The Pauli matrix `σy`. -/
def σy : Matrix (Fin 2) (Fin 2) ℂ := !![0, -Complex.I; Complex.I, 0]

/-- The Pauli matrix `σz`. -/
def σz : Matrix (Fin 2) (Fin 2) ℂ := !![1, 0; 0, -1]

/-- A two-level model with a mirror plane, represented by `σz`, meets the hypotheses of the
selection rule with electric dipole `(σz, 0, σx)` and magnetic dipole `(σy, 0, σz)`. -/
theorem improper_witness :
    σz * σzᴴ = 1 ∧ (!![1, 0, 0; 0, 1, 0; 0, 0, -1] : Matrix (Fin 3) (Fin 3) ℝ)ᵀ *
      !![1, 0, 0; 0, 1, 0; 0, 0, -1] = 1 ∧
    (!![1, 0, 0; 0, 1, 0; 0, 0, -1] : Matrix (Fin 3) (Fin 3) ℝ).det = -1 ∧
    IsPolar σz !![1, 0, 0; 0, 1, 0; 0, 0, -1] ![σz, 0, σx] ∧
    IsAxial σz !![1, 0, 0; 0, 1, 0; 0, 0, -1] ![σy, 0, σz] ∧
    σz * !![1, 0; 0, 0] = !![1, 0; 0, 0] * σz ∧ σz * !![0, 0; 0, 1] = !![0, 0; 0, 1] * σz := by
  refine ⟨?_, ?_, ?_, ?_, ?_, ?_, ?_⟩
  · ext i j
    fin_cases i <;> fin_cases j <;> simp [σz, Matrix.mul_apply, Fin.sum_univ_succ]
  · ext i j
    fin_cases i <;> fin_cases j <;> simp [Matrix.mul_apply, Fin.sum_univ_succ]
  · simp [Matrix.det_fin_three]
  · intro i
    ext a b
    fin_cases i <;> fin_cases a <;> fin_cases b <;>
      simp [σx, σz, Matrix.mul_apply, Fin.sum_univ_succ]
  · intro i
    ext a b
    fin_cases i <;> fin_cases a <;> fin_cases b <;>
      simp [σy, σz, Matrix.mul_apply, Fin.sum_univ_succ, Matrix.det_fin_three]
  · ext i j
    fin_cases i <;> fin_cases j <;> simp [σz, Matrix.mul_apply, Fin.sum_univ_succ]
  · ext i j
    fin_cases i <;> fin_cases j <;> simp [σz, Matrix.mul_apply, Fin.sum_univ_succ]

/-- A proper symmetry does not suffice: a two-level model with a twofold rotation axis,
represented by `σz`, has rotatory strength one. -/
theorem twofold_rotation_active :
    IsPolar σz !![-1, 0, 0; 0, -1, 0; 0, 0, 1] ![σx, 0, 0] ∧
    IsAxial σz !![-1, 0, 0; 0, -1, 0; 0, 0, 1] ![σy, 0, 0] ∧
    rotatoryStrength ![σx, 0, 0] ![σy, 0, 0] !![1, 0; 0, 0] !![0, 0; 0, 1] = 1 := by
  refine ⟨?_, ?_, ?_⟩
  · intro i
    ext a b
    fin_cases i <;> fin_cases a <;> fin_cases b <;>
      simp [σx, σz, Matrix.mul_apply, Fin.sum_univ_succ]
  · intro i
    ext a b
    fin_cases i <;> fin_cases a <;> fin_cases b <;>
      simp [σy, σz, Matrix.mul_apply, Fin.sum_univ_succ, Matrix.det_fin_three]
  · simp [rotatoryStrength, σx, σy, Fin.sum_univ_three, Matrix.trace_fin_two]

end

end RotatoryStrengthSelectionRule
```

```lean
#print axioms RotatoryStrengthSelectionRule.rotatoryStrength_eq_zero_of_improper
-- 'RotatoryStrengthSelectionRule.rotatoryStrength_eq_zero_of_improper' depends on axioms: [propext, Classical.choice, Quot.sound]
#print axioms RotatoryStrengthSelectionRule.inversion_selection_rule
-- 'RotatoryStrengthSelectionRule.inversion_selection_rule' depends on axioms: [propext, Classical.choice, Quot.sound]
#print axioms RotatoryStrengthSelectionRule.twofold_rotation_active
-- 'RotatoryStrengthSelectionRule.twofold_rotation_active' depends on axioms: [propext, Classical.choice, Quot.sound]
```

## From the trace identity to the selection rule

`sum_trace_orthogonal` is the contraction step. Its local facts `hd` and `ho` say that the columns of $R$ are normalised and mutually orthogonal. After the products have been expanded, `linear_combination` multiplies each of these nine relations by the matching $T_{jk}$ and adds them up, which is the sum over $j$ and $k$ done explicitly.

In `rotatoryStrength_transform`, the `calc` block named `key` carries out the cyclic move. `Matrix.trace_mul_comm` takes the leading $S$ to the end of the trace, and the hypotheses `hμ` and `hm` then replace the transformed dipoles. The contraction lemma removes $R$, and `Complex.im_ofReal_mul` takes the real determinant out of the imaginary part.

`rotatoryStrength_eq_zero_of_improper` applies this law, uses the commutation relations and $SS^\dagger=1$ to restore `P` and `Q`, and leaves `linarith` to conclude from $F=-F$.

`rotatoryStrength_stateProj` turns the trace into a product of transition moments, and `stateProj_invariant` shows that the phase cancels against its conjugate. `inversion_selection_rule` derives the polar and axial rules for $R=-1$ from the anticommutation and commutation relations, then applies the determinant law to the two state projectors.

## A mirror plane and a twofold axis in two-level models

`improper_witness` gives a model that meets all the hypotheses of the selection rule. The reflection $z\to-z$ is represented by $\sigma_z$, the electric dipole is $(\sigma_z,0,\sigma_x)$ and the magnetic dipole is $(\sigma_y,0,\sigma_z)$. With basis states $|0\rangle$ and $|1\rangle$, the transition moments are

$$\langle0|\boldsymbol\mu|1\rangle=(0,0,1),\qquad \langle1|\mathbf m|0\rangle=(i,0,0).$$

Neither is zero, but they are perpendicular. This is how the rule works for a mirror plane, whereas for inversion at least one of the two moments vanishes.

`twofold_rotation_active` shows that a proper operation is not enough. Here $\sigma_z$ represents a rotation by $\pi$ about the $z$ axis, and the only non-zero dipole components are $\mu_0=\sigma_x$ and $m_0=\sigma_y$. The product of the transition moments is $1\cdot i$, so the strength is $1$.

## Rotatory strengths in a computed spectrum

An excited-state program that simulates circular dichroism computes an electric and a magnetic transition vector for each excitation and takes their scalar product. With real wave functions and no magnetic field, the electric vector is real and the magnetic one purely imaginary. The program can then store two real vectors, and the imaginary part becomes an ordinary dot product, up to a sign convention.

For a molecule with an improper symmetry operation, within a finite-basis model that respects it and with the origin at a point that the operation leaves fixed, the selection rule gives a check on the output: the strength of each transition between complete levels should vanish to numerical accuracy. A larger value can point to a slightly distorted geometry or a symmetry-broken reference state.

Degenerate levels need care, because programs usually list their members as separate excitations. The trace over $Q$ is the sum over all these members, and it is this sum that the rule sets to zero. In a molecule of symmetry $D_{2d}$, for example, the two components of an $E$ level excited from a totally symmetric ground state can have strengths of equal size and opposite sign. They should be added before the result is compared with zero.
